# A lower bound on the product of angle and angular momentum spreads on a ring

The kinetic energy of a single particle on a ring can be bounded from below using two features of its probability density: the spread of the angle and the density at the point where the ring is cut. Let the angle $s$ run over $[0,2\pi]$, let $f$ be the normalised wave function, continuously differentiable with $f(0)=f(2\pi)$, and let $J$ be the moment of inertia. In units with $\hbar=1$ the kinetic energy is $\frac{1}{2J}\int_0^{2\pi}|f'|^2\,ds$, and for every real $a$

$$\frac{1}{2J}\int_0^{2\pi}|f'|^2\,ds\;\ge\;\frac{(1-2\pi|f(0)|^2)^2}{8J\int_0^{2\pi}(s-a)^2|f|^2\,ds}.$$

This is the case $b=0$ of an uncertainty relation that holds for all real $a$ and $b$:

$$\int_0^{2\pi}(s-a)^2|f|^2\,ds\;\int_0^{2\pi}|f'-ibf|^2\,ds\;\ge\;\frac{(1-2\pi|f(0)|^2)^2}{4}.$$

The angular momentum is $L=-i\,d/ds$, so the second integral is the mean squared deviation of $L$ from $b$. If $a$ and $b$ are the mean values, the two integrals are the variances.

## Derivation from the jump of the angle

Write $g=f'-ibf$ and, without assuming normalisation, $N=\int_0^{2\pi}|f|^2\,ds$. Since $f^*\,ibf=ib|f|^2$ is purely imaginary, the shift $b$ drops out of the real part:

$$\frac{d}{ds}|f|^2=2\,\mathrm{Re}(f^*f')=2\,\mathrm{Re}(f^*g).$$

The product rule then gives

$$\frac{d}{ds}\big[(s-a)|f|^2\big]=|f|^2+2(s-a)\,\mathrm{Re}(f^*g).$$

Call the integral of the last term $X$. Integrating over the ring and using $|f(2\pi)|=|f(0)|$,

$$N+X=(2\pi-a)|f(0)|^2+a|f(0)|^2=2\pi|f(0)|^2,$$

so $X=2\pi|f(0)|^2-N$.

The mistake to avoid here is to discard the boundary term "by periodicity". The density $|f|^2$ is periodic, but the factor $s-a$ jumps by $2\pi$ at the cut. Without that term the bound would read $1/4$ for normalised states, which plane waves violate.

Now let $A=\int_0^{2\pi}(s-a)^2|f|^2\,ds$ and $M=\int_0^{2\pi}|g|^2\,ds$. For every real $t$,

$$0\le\int_0^{2\pi}|t(s-a)f+g|^2\,ds=At^2+Xt+M.$$

A real quadratic that is never negative has discriminant $X^2-4AM\le0$. If $A=0$, the expression is linear in $t$ and can stay non-negative only if $X=0$, so the inequality still holds. Hence $AM\ge X^2/4=(N-2\pi|f(0)|^2)^2/4$, and $N=1$ gives the stated relation.

Equality occurs for

$$f(s)=c\,e^{-k(s-\pi)^2/2+ims},$$

with $c$ complex, $k$ real and $m$ an integer. The Gaussian factor has the same value at both ends, and $e^{2\pi im}=1$, so $f(0)=f(2\pi)$. Differentiation gives $f'-imf=-k(s-\pi)f$. With $a=\pi$ and $b=m$ this means $M=k^2A$ and $X=-2kA$, so $AM=k^2A^2=X^2/4$. The choice $|c|^2=1/\int_0^{2\pi}e^{-k(s-\pi)^2}ds$ normalises the state.

## Ring states and their spreads in Lean

```lean
import Mathlib

open MeasureTheory Complex
open scoped ComplexConjugate Real

namespace RingUncertainty

noncomputable section
```

The wave function and its derivative are two functions `f` and `f'` from the real line to the complex numbers, tied together by a structure.

```lean
/-- A wave function `f` on the ring: continuously differentiable on `[0, 2π]` with
derivative `f'`, and with equal values at the two ends. -/
structure IsRingState (f f' : ℝ → ℂ) : Prop where
  hasDeriv : ∀ s ∈ Set.Icc (0 : ℝ) (2 * π),
    HasDerivWithinAt f (f' s) (Set.Icc (0 : ℝ) (2 * π)) s
  cont : ContinuousOn f' (Set.Icc (0 : ℝ) (2 * π))
  closed : f 0 = f (2 * π)
```

The field `hasDeriv` asks for the derivative within the closed interval, so it is one-sided at the two ends. The field `cont` makes `f'` continuous, and `closed` joins the ends. Values outside $[0,2\pi]$ play no role. Nothing requires $f'(0)=f'(2\pi)$, so a kink at the cut is allowed; the Gaussians above have one whenever $k\neq0$ and $c\neq0$.

```lean
/-- The total probability `∫ |f|²` on the ring. -/
def weight (f : ℝ → ℂ) : ℝ := ∫ s in (0 : ℝ)..(2 * π), ‖f s‖ ^ 2

/-- The squared deviation of the angle from `a`, `∫ (s - a)² |f|²`. -/
def angleSpread (f : ℝ → ℂ) (a : ℝ) : ℝ :=
  ∫ s in (0 : ℝ)..(2 * π), (s - a) ^ 2 * ‖f s‖ ^ 2

/-- The squared deviation of the angular momentum `-i d/ds` from `b`,
`∫ |f' - i b f|²`, in units with `ħ = 1`. -/
def momentumSpread (f f' : ℝ → ℂ) (b : ℝ) : ℝ :=
  ∫ s in (0 : ℝ)..(2 * π), ‖f' s - I * (b : ℂ) * f s‖ ^ 2
```

These are $N$, $A$ and $M$. The angle is the coordinate on the cut ring, so `angleSpread` depends on where the cut is placed. For an unnormalised state the two spreads are integrals still to be divided by $N$ before they are mean squared deviations.

```lean
/-- The cross term `2 (s - a) Re (f* (f' - i b f))` between angle and angular momentum. -/
def crossDensity (f f' : ℝ → ℂ) (a b s : ℝ) : ℝ :=
  2 * (s - a) * (conj (f s) * (f' s - I * (b : ℂ) * f s)).re
```

This is the integrand of $X$, with the factor 2 included.

## Integrating the cross term

```lean
/-- The wave function of a ring state is continuous on `[0, 2π]`. -/
theorem IsRingState.continuousOn {f f' : ℝ → ℂ} (h : IsRingState f f') :
    ContinuousOn f (Set.Icc (0 : ℝ) (2 * π)) :=
  fun s hs => (h.hasDeriv s hs).continuousWithinAt

/-- The cross term of a ring state is integrable over the ring. -/
theorem IsRingState.cross_integrable {f f' : ℝ → ℂ} (h : IsRingState f f') (a b : ℝ) :
    IntervalIntegrable (fun s => crossDensity f f' a b s) volume 0 (2 * π) := by
  have hg : ContinuousOn (fun s => f' s - I * (b : ℂ) * f s) (Set.Icc (0 : ℝ) (2 * π)) :=
    h.cont.sub (continuousOn_const.mul h.continuousOn)
  have hl : ContinuousOn (fun s : ℝ => 2 * (s - a)) (Set.Icc (0 : ℝ) (2 * π)) := by
    fun_prop
  exact ContinuousOn.intervalIntegrable_of_Icc (by positivity)
    (hl.mul (Complex.continuous_re.comp_continuousOn
      ((Complex.continuous_conj.comp_continuousOn h.continuousOn).mul hg)))
```

Differentiability makes `f` continuous, and products of functions continuous on a closed bounded interval are integrable there. The next theorem is the identity $X=2\pi|f(0)|^2-N$.

```lean
/-- Integration by parts on the ring: the cross term integrates to minus the total
probability plus a boundary term `2π |f(0)|²` from the jump of the angle. -/
theorem integral_cross {f f' : ℝ → ℂ} (h : IsRingState f f') (a b : ℝ) :
    ∫ s in (0 : ℝ)..(2 * π), crossDensity f f' a b s
      = 2 * π * ‖f 0‖ ^ 2 - weight f := by
  have hpi : (0 : ℝ) ≤ 2 * π := by positivity
  have hw : IntervalIntegrable (fun s => ‖f s‖ ^ 2) volume 0 (2 * π) :=
    ContinuousOn.intervalIntegrable_of_Icc hpi (h.continuousOn.norm.pow 2)
  have hx := h.cross_integrable a b
  have hl : ContinuousOn (fun s : ℝ => s - a) (Set.Icc (0 : ℝ) (2 * π)) := by fun_prop
  have hc : ContinuousOn (fun s => (s - a) * ‖f s‖ ^ 2) (Set.Icc (0 : ℝ) (2 * π)) :=
    hl.mul (h.continuousOn.norm.pow 2)
  -- the shift `b` drops out of the derivative of the density
  have hd : ∀ s ∈ Set.Ioo (0 : ℝ) (2 * π), HasDerivAt (fun s => (s - a) * ‖f s‖ ^ 2)
      (‖f s‖ ^ 2 + crossDensity f f' a b s) s := by
    intro s hs
    have h1 := ((h.hasDeriv s (Set.Ioo_subset_Icc_self hs)).hasDerivAt
      (Icc_mem_nhds hs.1 hs.2)).norm_sq
    refine (((hasDerivAt_id' s).sub_const a).fun_mul h1).congr_deriv ?_
    simp only [crossDensity, Complex.inner, mul_re, mul_im, sub_re, sub_im, conj_re,
      conj_im, I_re, I_im, ofReal_re, ofReal_im]
    ring
  have hi : IntervalIntegrable (fun s => ‖f s‖ ^ 2 + crossDensity f f' a b s)
      volume 0 (2 * π) := hw.add hx
  have key : ∫ s in (0 : ℝ)..(2 * π), (‖f s‖ ^ 2 + crossDensity f f' a b s)
      = (2 * π - a) * ‖f (2 * π)‖ ^ 2 - (0 - a) * ‖f 0‖ ^ 2 := by
    have k := intervalIntegral.integral_eq_sub_of_hasDerivAt_of_le hpi hc hd hi
    exact k
  rw [intervalIntegral.integral_add hw hx, ← h.closed] at key
  unfold weight
  linarith
```

The step `hd` is the product rule at interior points. Expanding into real and imaginary parts lets `ring` confirm that $b$ cancels. The step `key` is the fundamental theorem of calculus, which here needs continuity on the closed interval, a derivative only inside it, and integrability of that derivative, supplied by `hi`. Rewriting with `h.closed` identifies the two boundary densities, and `linarith` solves for the integral.

## The bound from a non-negative quadratic

```lean
/-- Uncertainty relation on the ring for a wave function of any norm: the product of the
spreads is at least `(∫ |f|² - 2π |f(0)|²)² / 4`. -/
theorem uncertainty_unnormalised {f f' : ℝ → ℂ} (h : IsRingState f f') (a b : ℝ) :
    (weight f - 2 * π * ‖f 0‖ ^ 2) ^ 2 / 4
      ≤ angleSpread f a * momentumSpread f f' b := by
  have hpi : (0 : ℝ) ≤ 2 * π := by positivity
  have hl : ContinuousOn (fun s : ℝ => (s - a) ^ 2) (Set.Icc (0 : ℝ) (2 * π)) := by
    fun_prop
  have hA : IntervalIntegrable (fun s => (s - a) ^ 2 * ‖f s‖ ^ 2) volume 0 (2 * π) :=
    ContinuousOn.intervalIntegrable_of_Icc hpi (hl.mul (h.continuousOn.norm.pow 2))
  have hM : IntervalIntegrable (fun s => ‖f' s - I * (b : ℂ) * f s‖ ^ 2)
      volume 0 (2 * π) :=
    ContinuousOn.intervalIntegrable_of_Icc hpi
      ((h.cont.sub (continuousOn_const.mul h.continuousOn)).norm.pow 2)
  have hx := h.cross_integrable a b
  -- the squared norm of `t (s - a) f + (f' - i b f)` is a non-negative quadratic in `t`
  have hq : ∀ t : ℝ, 0 ≤ angleSpread f a * (t * t)
      + (∫ s in (0 : ℝ)..(2 * π), crossDensity f f' a b s) * t
      + momentumSpread f f' b := by
    intro t
    have hAX : IntervalIntegrable (fun s => (s - a) ^ 2 * ‖f s‖ ^ 2 * (t * t)
        + crossDensity f f' a b s * t) volume 0 (2 * π) :=
      (hA.mul_const (t * t)).add (hx.mul_const t)
    unfold angleSpread momentumSpread
    rw [← intervalIntegral.integral_mul_const, ← intervalIntegral.integral_mul_const,
      ← intervalIntegral.integral_add (hA.mul_const (t * t)) (hx.mul_const t),
      ← intervalIntegral.integral_add hAX hM]
    refine intervalIntegral.integral_nonneg hpi fun s _ => ?_
    have e : (s - a) ^ 2 * ‖f s‖ ^ 2 * (t * t) + crossDensity f f' a b s * t
        + ‖f' s - I * (b : ℂ) * f s‖ ^ 2
        = normSq (((t * (s - a) : ℝ) : ℂ) * f s + (f' s - I * (b : ℂ) * f s)) := by
      simp only [crossDensity, ← normSq_eq_norm_sq, normSq_apply, add_re, add_im, mul_re,
        mul_im, sub_re, sub_im, conj_re, conj_im, I_re, I_im, ofReal_re, ofReal_im]
      ring
    rw [e]
    exact normSq_nonneg _
  have hdis := discrim_le_zero hq
  rw [discrim, integral_cross h a b] at hdis
  nlinarith [hdis]
```

The statement `hq` says that $At^2+Xt+M\ge0$ for every real $t$. Its proof gathers the three integrals into one, and the identity `e` recognises the integrand as the squared modulus of $t(s-a)f+g$. Then `discrim_le_zero` supplies $X^2-4AM\le0$, including the case $A=0$, and `integral_cross` replaces $X$ by its value.

```lean
/-- Angle and angular momentum uncertainty: for a normalised ring state and real `a`, `b`,
the product of the squared deviations is at least `(1 - 2π |f(0)|²)² / 4`. -/
theorem uncertainty {f f' : ℝ → ℂ} (h : IsRingState f f') (hn : weight f = 1) (a b : ℝ) :
    (1 - 2 * π * ‖f 0‖ ^ 2) ^ 2 / 4 ≤ angleSpread f a * momentumSpread f f' b := by
  have := uncertainty_unnormalised h a b
  rwa [hn] at this
```

Here `hn` is the normalisation $\int_0^{2\pi}|f|^2\,ds=1$, and `a` and `b` are arbitrary reals. The theorem concerns one particle in one angular coordinate; within that model it can serve as a check on computed values of the two spreads and the density at the cut, up to numerical error. Every normalised ring state satisfies it, so it cannot show that a wave function solves a particular Schrödinger equation. The bound says little about states with density near $1/(2\pi)$ at the cut, since its right-hand side is then close to zero.

The same argument gives a neighbouring bound for a ring threaded by magnetic flux, in the gauge where the flux appears as a phase in the boundary condition, $f(2\pi)=e^{i\theta}f(0)$ with $\theta$ real. Only the equality of $|f|$ at the two ends enters the derivation, so the right-hand side is unchanged. The structure `IsRingState` describes the case in which this phase is 1.

## Gaussians that attain equality

```lean
/-- The wave function `c exp(-k (s - π)² / 2 + i m s)`: a Gaussian profile about the point
opposite the cut, times a plane wave of integer angular momentum `m`. -/
def ringGaussian (c : ℂ) (k : ℝ) (m : ℤ) (s : ℝ) : ℂ :=
  c * Complex.exp (-((k : ℂ) / 2) * ((s : ℂ) - π) ^ 2 + I * m * s)

/-- The function `(i m - k (s - π)) f(s)`, with `f` the Gaussian `ringGaussian`. -/
def ringGaussianDeriv (c : ℂ) (k : ℝ) (m : ℤ) (s : ℝ) : ℂ :=
  (I * m - k * ((s : ℂ) - π)) * ringGaussian c k m s
```

Take $c\neq0$. The real parameter `k` sets the width. For $k>0$ the density peaks at $\pi$, opposite the cut; for $k<0$ it peaks at the cut; for $k=0$ the state is a plane wave.

```lean
/-- The Gaussian with integer `m` is a ring state, with derivative `ringGaussianDeriv`. -/
theorem ringGaussian_isRingState (c : ℂ) (k : ℝ) (m : ℤ) :
    IsRingState (ringGaussian c k m) (ringGaussianDeriv c k m) where
  hasDeriv s _ := by
    have h0 : HasDerivAt (fun x : ℝ => (x : ℂ)) 1 s := by
      simpa using (hasDerivAt_id s).ofReal_comp
    have h1 := (((((h0.sub_const (π : ℂ)).fun_pow 2).const_mul (-((k : ℂ) / 2))).fun_add
      (h0.const_mul (I * (m : ℂ)))).cexp).const_mul c
    refine (h1.congr_deriv ?_).hasDerivWithinAt
    simp only [ringGaussianDeriv, ringGaussian]
    push_cast
    ring
  cont := by
    unfold ringGaussianDeriv ringGaussian
    fun_prop
  closed := by
    simp only [ringGaussian]
    congr 1
    exact Complex.exp_eq_exp_iff_exists_int.mpr ⟨-m, by push_cast; ring⟩
```

The derivative comes from the chain rule. For `closed`, two complex exponentials agree when their exponents differ by an integer multiple of $2\pi i$, and the integer supplied is `-m`. This is where the quantisation of $m$ enters.

```lean
/-- For the Gaussian, the deviation of the angular momentum from `m` is proportional to the
deviation of the angle from `π`: `f' - i m f = -k (s - π) f`. -/
theorem ringGaussian_shift (c : ℂ) (k : ℝ) (m : ℤ) (s : ℝ) :
    ringGaussianDeriv c k m s - I * ((m : ℝ) : ℂ) * ringGaussian c k m s
      = ((-(k * (s - π)) : ℝ) : ℂ) * ringGaussian c k m s := by
  unfold ringGaussianDeriv
  push_cast
  ring

/-- The squared angular momentum deviation of the Gaussian from `m` is `k²` times its
squared angle deviation from `π`. -/
theorem ringGaussian_momentumSpread (c : ℂ) (k : ℝ) (m : ℤ) :
    momentumSpread (ringGaussian c k m) (ringGaussianDeriv c k m) m
      = k ^ 2 * angleSpread (ringGaussian c k m) π := by
  unfold momentumSpread angleSpread
  rw [← intervalIntegral.integral_const_mul]
  refine intervalIntegral.integral_congr fun s _ => ?_
  rw [ringGaussian_shift, norm_mul, mul_pow, Complex.norm_real, Real.norm_eq_abs, sq_abs]
  ring
```

The first of these is $g=-k(s-\pi)f$, and the second squares and integrates it to obtain $M=k^2A$.

```lean
/-- The uncertainty relation is sharp: the Gaussian, with deviations taken from `π` and
`m`, attains equality for every amplitude `c`, real `k` and integer `m`. -/
theorem ringGaussian_saturates (c : ℂ) (k : ℝ) (m : ℤ) :
    angleSpread (ringGaussian c k m) π
        * momentumSpread (ringGaussian c k m) (ringGaussianDeriv c k m) m
      = (weight (ringGaussian c k m) - 2 * π * ‖ringGaussian c k m 0‖ ^ 2) ^ 2 / 4 := by
  have hx := integral_cross (ringGaussian_isRingState c k m) π m
  have hk : ∫ s in (0 : ℝ)..(2 * π),
      crossDensity (ringGaussian c k m) (ringGaussianDeriv c k m) π m s
      = -2 * k * angleSpread (ringGaussian c k m) π := by
    unfold angleSpread
    rw [← intervalIntegral.integral_const_mul]
    refine intervalIntegral.integral_congr fun s _ => ?_
    simp only [crossDensity]
    rw [ringGaussian_shift]
    simp only [← normSq_eq_norm_sq, normSq_apply, mul_re, mul_im, conj_re, conj_im,
      ofReal_re, ofReal_im]
    ring
  have hw : weight (ringGaussian c k m) - 2 * π * ‖ringGaussian c k m 0‖ ^ 2
      = 2 * k * angleSpread (ringGaussian c k m) π := by linarith
  rw [hw, ringGaussian_momentumSpread]
  ring
```

The step `hk` computes $X=-2kA$. Comparison with `integral_cross` gives $N-2\pi|f(0)|^2=2kA$, and both sides of the claim become $k^2A^2$. The constant in the bound is therefore the best possible for this form of the right-hand side. The theorem exhibits a family of states with equality and does not classify all of them.

## Plane waves have no angular momentum spread

```lean
/-- The plane wave `c exp(i m s)` with `2π |c|² = 1` is normalised and has zero angular
momentum spread about `m`. -/
theorem planeWave_no_spread (c : ℂ) (m : ℤ) (hc : 2 * π * ‖c‖ ^ 2 = 1) :
    weight (ringGaussian c 0 m) = 1 ∧
      momentumSpread (ringGaussian c 0 m) (ringGaussianDeriv c 0 m) m = 0 := by
  have e : ∀ s, ‖ringGaussian c 0 m s‖ = ‖c‖ := by
    intro s
    simp [ringGaussian, Complex.norm_exp]
  constructor
  · simp only [weight, e, intervalIntegral.integral_const, smul_eq_mul, sub_zero]
    exact hc
  · rw [ringGaussian_momentumSpread]
    ring

end

end RingUncertainty
```

With $k=0$ the modulus of the wave function is $|c|$ everywhere, so the condition $2\pi|c|^2=1$ is normalisation. The momentum spread vanishes because $M=k^2A$. The angle spread about $\pi$ is finite, namely $\pi^2/3$, so the product of spreads is zero. The bound agrees, since $2\pi|f(0)|^2=1$ makes its right-hand side zero as well.

```lean
#print axioms RingUncertainty.uncertainty
#print axioms RingUncertainty.ringGaussian_momentumSpread
#print axioms RingUncertainty.ringGaussian_saturates
#print axioms RingUncertainty.planeWave_no_spread
```

```
'RingUncertainty.uncertainty' depends on axioms: [propext, Classical.choice, Quot.sound]
'RingUncertainty.ringGaussian_momentumSpread' depends on axioms: [propext, Classical.choice, Quot.sound]
'RingUncertainty.ringGaussian_saturates' depends on axioms: [propext, Classical.choice, Quot.sound]
'RingUncertainty.planeWave_no_spread' depends on axioms: [propext, Classical.choice, Quot.sound]
```
